# Shifting intermediate levels by at most ε can raise the largest step free energy by 2ε

The model is a finite path of at least three one-electron steps, with limiting potential in volts defined as the numerical value of the largest step free energy in electronvolts. The declaration `shift_bound_attained` starts from the evenly spaced levels 0, 1, 2, … and, for any ε ≥ 0, lowers level 1 by ε and raises level 2 by ε. It states that both endpoints stay fixed, that no level moves by more than ε, and that the limiting potential goes from 1 to 1 + 2ε. The attempt checks the conditions on the shift directly, then finds each limiting potential by bounding all steps from above and exhibiting a step that attains the bound.

Lean 4 with Mathlib refuses this proof:

```lean
import Mathlib

open Finset

namespace ShiftBoundAttained

noncomputable section

/-- Free energy of step `i` (in eV): the difference of two consecutive levels of a path
with `n + 1` one-electron steps. -/
def stepEnergy {n : ℕ} (G : Fin (n + 2) → ℝ) (i : Fin (n + 1)) : ℝ :=
  G i.succ - G i.castSucc

/-- The limiting potential (in V): the largest step free energy along the path. -/
def limitingPotential {n : ℕ} (G : Fin (n + 2) → ℝ) : ℝ :=
  univ.sup' univ_nonempty (stepEnergy G)

/-- The levels `G'` arise from `G` with both endpoints fixed and no level moved by more
than `ε`. -/
structure FixedEndpointShift {n : ℕ} (G G' : Fin (n + 2) → ℝ) (ε : ℝ) : Prop where
  initial : G' 0 = G 0
  final : G' (Fin.last (n + 1)) = G (Fin.last (n + 1))
  bound : ∀ i, |G' i - G i| ≤ ε

/-- No step free energy exceeds the limiting potential. -/
theorem stepEnergy_le {n : ℕ} (G : Fin (n + 2) → ℝ) (i : Fin (n + 1)) :
    stepEnergy G i ≤ limitingPotential G :=
  Finset.le_sup' (stepEnergy G) (Finset.mem_univ i)

/-- A common upper bound on all step free energies bounds the limiting potential. -/
theorem limitingPotential_le {n : ℕ} {G : Fin (n + 2) → ℝ} {c : ℝ}
    (h : ∀ i, stepEnergy G i ≤ c) : limitingPotential G ≤ c :=
  Finset.sup'_le _ _ (fun i _ => h i)

/-- The evenly spaced levels `0, 1, 2, …` of a path with `n + 3` steps. -/
def ladder (n : ℕ) : Fin (n + 2 + 2) → ℝ := fun i => ((i : ℕ) : ℝ)

/-- The ladder with level `1` moved to `1 - ε` and level `2` moved to `2 + ε`. -/
def movedLadder (n : ℕ) (ε : ℝ) : Fin (n + 2 + 2) → ℝ := fun i =>
  if (i : ℕ) = 1 then 1 - ε else if (i : ℕ) = 2 then 2 + ε else ((i : ℕ) : ℝ)

/-- For every path length of at least three steps and every `ε ≥ 0`, the moved ladder is a
fixed-endpoint shift of the ladder by at most `ε` that raises the limiting potential from
`1` to `1 + 2 ε`. -/
theorem shift_bound_attained (n : ℕ) {ε : ℝ} (hε : 0 ≤ ε) :
    FixedEndpointShift (ladder n) (movedLadder n ε) ε ∧
      limitingPotential (ladder n) = 1 ∧
      limitingPotential (movedLadder n ε) = 1 + 2 * ε := by
  refine ⟨⟨?_, ?_, ?_⟩, ?_, ?_⟩
  · simp [movedLadder, ladder]
  · show (if n + 2 + 1 = 1 then 1 - ε else if n + 2 + 1 = 2 then 2 + ε
      else ((n + 2 + 1 : ℕ) : ℝ)) = ((n + 2 + 1 : ℕ) : ℝ)
    rw [if_neg (by omega), if_neg (by omega)]
  · intro i
    unfold movedLadder ladder
    rw [abs_le]
    split_ifs with h1 h2
    · have e : ((i : ℕ) : ℝ) = 1 := by exact_mod_cast h1
      constructor <;> linarith
    · have e : ((i : ℕ) : ℝ) = 2 := by exact_mod_cast h2
      constructor <;> linarith
    · constructor <;> linarith
  · -- every step of the ladder costs exactly 1
    have hs : ∀ i, stepEnergy (ladder n) i = 1 := by
      rintro ⟨k, hk⟩
      show ((k + 1 : ℕ) : ℝ) - (k : ℝ) = 1
      push_cast
      ring
    exact le_antisymm (limitingPotential_le fun i => (hs i).le)
      ((hs 0).ge.trans (stepEnergy_le _ 0))
  · apply le_antisymm
    · apply limitingPotential_le
      rintro ⟨k, hk⟩
      show (if k + 1 = 1 then 1 - ε else if k + 1 = 2 then 2 + ε else ((k + 1 : ℕ) : ℝ))
        - (if k = 1 then 1 - ε else if k = 2 then 2 + ε else (k : ℝ)) ≤ 1 + 2 * ε
      have hc : k = 0 ∨ k = 1 ∨ k = 2 ∨ 3 ≤ k := by omega
      rcases hc with rfl | rfl | rfl | h3
      · norm_num <;> linarith
      · norm_num <;> linarith
      · norm_num <;> linarith
      · rw [if_neg (by omega), if_neg (by omega), if_neg (by omega), if_neg (by omega)]
        push_cast
        linarith
    · -- the second step attains the maximum
      have h := stepEnergy_le (movedLadder n ε) ⟨1, by omega⟩
      have e : stepEnergy (movedLadder n ε) ⟨1, by omega⟩ = (2 + ε) - (1 - ε) := by
        simp [stepEnergy, movedLadder]
      linarith

end

end ShiftBoundAttained
```

The error:

```
Main.lean:86:81: error: unsolved goals
n : ℕ
ε : ℝ
hε : 0 ≤ ε
h : stepEnergy (movedLadder n ε) ⟨1, ⋯⟩ ≤ limitingPotential (movedLadder n ε)
⊢ 2 % (n + 2 + 2) = 1 → 1 - ε = 2 + ε
```

The change, after which it compiles:

```diff
@@ -76,7 +76,10 @@
       have hc : k = 0 ∨ k = 1 ∨ k = 2 ∨ 3 ≤ k := by omega
       rcases hc with rfl | rfl | rfl | h3
-      · norm_num <;> linarith
-      · norm_num <;> linarith
-      · norm_num <;> linarith
+      · norm_num
+        linarith
+      · norm_num
+        linarith
+      · norm_num
+        linarith
       · rw [if_neg (by omega), if_neg (by omega), if_neg (by omega), if_neg (by omega)]
         push_cast
@@ -85,5 +88,9 @@
       have h := stepEnergy_le (movedLadder n ε) ⟨1, by omega⟩
       have e : stepEnergy (movedLadder n ε) ⟨1, by omega⟩ = (2 + ε) - (1 - ε) := by
-        simp [stepEnergy, movedLadder]
+        show (if (1 + 1 : ℕ) = 1 then 1 - ε else if (1 + 1 : ℕ) = 2 then 2 + ε
+            else ((1 + 1 : ℕ) : ℝ))
+          - (if (1 : ℕ) = 1 then 1 - ε else if (1 : ℕ) = 2 then 2 + ε else ((1 : ℕ) : ℝ))
+          = (2 + ε) - (1 - ε)
+        norm_num
       linarith
 
```

What went wrong. The error is in the auxiliary equation `e`, which computes the free energy of the second step as `(2 + ε) - (1 - ε)`. After `simp [stepEnergy, movedLadder]`, the index of the step's upper level appears as `2 % (n + 2 + 2)` instead of plain `2`. The remaining goal asks for `1 - ε = 2 + ε` should that remainder be 1. It never is, since `n + 2 + 2` exceeds 2 and the remainder is therefore 2, but `simp` did not refute the condition for a general `n`.

The repair uses `show` to restate the equation, by definitional unfolding, with the level indices as the natural numbers `1 + 1` and `1`. No remainder involving `n` is left, so `norm_num` can decide the `if` conditions and finish the arithmetic.

Replacing `norm_num <;> linarith` by the two tactics on separate lines, in three earlier cases, is mere tidying; the error does not concern those lines.
